# For idempotent P and C = PX − XP, one McWeeny step on P + C leaves the idempotency error 3C⁴ − 4C⁶

When the nuclei move a little or a weak field is switched on, a density-matrix calculation can carry the old density matrix $P$ forward by adding its first-order response $C$, and then purify the sum. The practical question is how many purification steps to spend. If $P$ is exactly idempotent and $C$ is exactly a commutator with $P$, the sum $Y=P+C$ has the idempotency error $Y^2-Y=C^2$, and one McWeeny step turns it into a matrix $F$ with $F-F^2=3C^4-4C^6$. With a response of size $0.1$, that is a drop from about $10^{-2}$ to about $3\times10^{-4}$.

Purification can replace diagonalisation in linear-scaling Hartree–Fock and Kohn–Sham calculations. Such calculations usually also discard small matrix elements to keep the matrices sparse, and the exact formulas here do not include the error this adds.

The density matrix is written in an orthonormal spin-orbital basis, so that integer occupation reads $P^2=P$. The algebra uses only addition and multiplication, so $P$ may be an element of any ring $R$ with unit. Real and complex matrices of every size are included. Hermiticity is not assumed.

```lean
import Mathlib

open Matrix

namespace TangentPurification

variable {R : Type*} [Ring R]
```

## The response as a commutator

Rotating the occupied space with a generator $X$ gives
$$e^{-X}Pe^{X}=P+(PX-XP)+\dots$$
The first-order term is the response $C=PX-XP$. For anti-Hermitian $X$ and Hermitian $P$ it is Hermitian, as a change of density matrix should be. In Lean it is called `tangent P X`, because it is a tangent direction to the set of idempotents. The letter $X$ stands for the generator and not for a Hamiltonian or a position.

```lean
/-- The first-order response of a density matrix `P` to a generator `X`: the commutator
`P X - X P`. -/
def tangent (P X : R) : R := P * X - X * P
```

The theorems hold for every $X$. That a particular $X$ solves the response equations of the perturbed Hamiltonian is a separate physical input, and idempotency alone says nothing about it.

## The purification map

McWeeny's step sends a trial matrix $Y$ to $F=3Y^2-2Y^3$. On a single occupation number $y$, the function $3y^2-2y^3$ fixes $0$ and $1$ and has zero slope at both, so small deviations from integer occupation shrink quadratically.

```lean
/-- One McWeeny purification step, `Y ↦ 3 Y² - 2 Y³`. -/
def mcweeny (Y : R) : R := 3 * Y ^ 2 - 2 * Y ^ 3
```

## Only occupied–virtual blocks respond

Inserting $P+C$ into $Y^2=Y$ and keeping first-order terms gives the linearised condition $PC+CP=C$. Every commutator satisfies it:
$$PC+CP=PX-PXP+PXP-XP=C.$$

Conversely, suppose $PC+CP=C$. Multiplying from the left by $P$ gives $PC+PCP=PC$, hence $PCP=0$: the occupied–occupied block vanishes. So does the virtual–virtual block, because $(1-P)C(1-P)=C-PC-CP+PCP=0$. Now take $PC-CP$ as the generator:
$$P(PC-CP)-(PC-CP)P=PC-2PCP+CP=PC+CP=C.$$
So $C$ is a commutator with $P$.

The theorem `tangent_iff` states this equivalence. Its left side, `∃ X, C = tangent P X`, says that some generator produces $C$, and `hP` is the idempotency of $P$. A response obtained in any other way therefore qualifies once it passes the linear condition.

```lean
/-- For an idempotent `P`, the responses `P X - X P` are exactly the solutions `C` of the
linearised idempotency condition `P C + C P = C`. -/
theorem tangent_iff {P C : R} (hP : P * P = P) :
    (∃ X, C = tangent P X) ↔ P * C + C * P = C := by
  constructor
  · rintro ⟨X, rfl⟩
    calc P * tangent P X + tangent P X * P = (P * P) * X - X * (P * P) := by
          unfold tangent
          noncomm_ring
      _ = tangent P X := by rw [hP, tangent]
  · intro h
    -- the occupied-occupied block of `C` vanishes
    have h1 : P * C + P * C * P = P * C := by
      have h2 := congrArg (fun Z => P * Z) h
      simpa only [mul_add, ← mul_assoc, hP] using h2
    have h0 : P * C * P = 0 := add_left_cancel (h1.trans (add_zero _).symm)
    refine ⟨P * C - C * P, ?_⟩
    calc C = P * C + C * P := h.symm
      _ = (P * P) * C - P * C * P - P * C * P + C * (P * P) := by
          rw [hP, h0, sub_zero, sub_zero]
      _ = tangent P (P * C - C * P) := by
          unfold tangent
          noncomm_ring
```

In the proof, `h1` is the condition multiplied by $P$ and `h0` is the vanishing block. The tactic `noncomm_ring` expands products without exchanging factors, and idempotency is put in by rewriting with `hP`.

## The linear update misses idempotency by C²

Let $Y=P+C$. Expanding the square and using both $P^2=P$ and $PC+CP=C$,
$$Y^2-Y=P+(PC+CP)+C^2-P-C=C^2.$$
The first-order terms cancel and the second-order term is the whole error, whatever the size of $C$.

```lean
/-- The linear update `Y = P + C` of an idempotent `P` by its response `C = P X - X P`
violates idempotency by exactly `Y² - Y = C²`. -/
theorem linear_update {P : R} (X : R) (hP : P * P = P) :
    (P + tangent P X) ^ 2 - (P + tangent P X) = tangent P X ^ 2 := by
  have h := (tangent_iff hP).mp ⟨X, rfl⟩
  generalize tangent P X = C at h ⊢
  calc (P + C) ^ 2 - (P + C) = P * P + (P * C + C * P) + C ^ 2 - (P + C) := by
        simp only [pow_two]
        noncomm_ring
    _ = C ^ 2 := by
        rw [hP, h]
        abel
```

The proof first obtains the linear condition from `tangent_iff`. The `generalize` line then replaces the commutator by a bare letter $C$, so that the remaining calculation sees only that condition, as in the expansion above.

## What one McWeeny step does to any error

Let $Y$ be arbitrary and write $D=Y^2-Y$. All expressions here are polynomials in the single element $Y$, so they commute with one another. Factorise
$$F=Y^2(3-2Y),\qquad 1-F=(1-Y)^2(1+2Y).$$
Multiplying the two gives
$$F-F^2=D^2(3-2Y)(1+2Y)=D^2(3+4Y-4Y^2)=3D^2-4D^3.$$
The order of subtraction changes between the two errors: $D$ is $Y^2-Y$, while the left side is $F-F^2$.

```lean
/-- For any `Y`, the result `F` of one McWeeny step on `Y` satisfies `F - F² = 3 D² - 4 D³`, where
`D = Y² - Y`. -/
theorem mcweeny_error (Y : R) :
    mcweeny Y - mcweeny Y ^ 2 = 3 * (Y ^ 2 - Y) ^ 2 - 4 * (Y ^ 2 - Y) ^ 3 := by
  -- an identity between integer polynomials, evaluated at `Y`
  have h := congrArg (Polynomial.aeval Y) (show
    ((3 * Polynomial.X ^ 2 - 2 * Polynomial.X ^ 3)
      - (3 * Polynomial.X ^ 2 - 2 * Polynomial.X ^ 3) ^ 2 : Polynomial ℤ)
    = 3 * (Polynomial.X ^ 2 - Polynomial.X) ^ 2
      - 4 * (Polynomial.X ^ 2 - Polynomial.X) ^ 3 by ring)
  simpa only [mcweeny, map_sub, map_mul, map_pow, map_ofNat, Polynomial.aeval_X] using h
```

Lean's `ring` tactic needs commutative multiplication, which $R$ need not have. The proof therefore establishes the identity for polynomials with integer coefficients, where `ring` applies, and evaluates both sides at $Y$ with `Polynomial.aeval`.

The same factorisation handles the steeper map $G=Y^3(10-15Y+6Y^2)$, for which $1-G=(1-Y)^3(1+3Y+6Y^2)$. It yields $G-G^2=-D^3(10-15D+36D^2)$, so that after the linear update the error would begin at sixth order in $C$; this neighbouring formula is derived here without a Lean proof.

## The purified update

Put $D=C^2$ into the last identity:
$$F-F^2=3(C^2)^2-4(C^2)^3=3C^4-4C^6.$$

The theorem `purified_update_error` says this for every ring, every idempotent $P$ and every $X$. It is an equality and not an estimate, and it needs no smallness of $C$. It measures the distance from idempotency; the distance from the true perturbed density matrix is a different quantity.

```lean
/-- If `P` is idempotent and `C = P X - X P`, one McWeeny step `F` applied to `P + C` has
idempotency error `F - F² = 3 C⁴ - 4 C⁶`. -/
theorem purified_update_error {P : R} (X : R) (hP : P * P = P) :
    mcweeny (P + tangent P X) - mcweeny (P + tangent P X) ^ 2
      = 3 * tangent P X ^ 4 - 4 * tangent P X ^ 6 := by
  rw [mcweeny_error, linear_update X hP]
  simp only [← pow_mul, Nat.reduceMul]
```

The proof rewrites with the two preceding theorems and multiplies the exponents.

## Further steps double the order

Let $D_n$ be the error $Z^2-Z$ of the matrix $Z$ reached after $n$ McWeeny steps, with $D_0=C^2$. In this sign convention the one-step identity becomes
$$D_{n+1}=D_n^2(4D_n-3).$$
Suppose $D_n=C^m q(C)$, with $m=2^{n+1}$ and $q$ an integer polynomial. Then
$$D_{n+1}=C^{2m}\,q(C)^2\bigl(4C^m q(C)-3\bigr),$$
which has the same form with twice the exponent. The guaranteed powers are $C^2, C^4, C^8,\dots$

In `iterated_error`, the notation `mcweeny^[n]` means the map applied $n$ times, not a power of its value. The polynomial `q` is chosen before `P` and `X`, so one polynomial serves all density matrices and generators in the ring. The theorem gives no bound on $q(C)$, and hence does not promise convergence for a large response.

```lean
/-- After `n` McWeeny steps on the linear update of an idempotent `P`, the idempotency error
is `C ^ (2 ^ (n + 1))` times an integer polynomial in the response `C`; the polynomial does
not depend on `P` or `X`. -/
theorem iterated_error (n : ℕ) : ∃ q : Polynomial ℤ, ∀ P X : R, P * P = P →
    (mcweeny^[n] (P + tangent P X)) ^ 2 - mcweeny^[n] (P + tangent P X)
      = tangent P X ^ (2 ^ (n + 1)) * Polynomial.aeval (tangent P X) q := by
  induction n with
  | zero => exact ⟨1, fun P X hP => by simpa using linear_update X hP⟩
  | succ n ih =>
    obtain ⟨q, hq⟩ := ih
    refine ⟨q ^ 2 * (4 * (Polynomial.X ^ (2 ^ (n + 1)) * q) - 3), fun P X hP => ?_⟩
    have h := hq P X hP
    rw [Function.iterate_succ_apply']
    generalize mcweeny^[n] (P + tangent P X) = Z at h ⊢
    generalize tangent P X = C at h ⊢
    have hm : C ^ (2 ^ (n + 1 + 1)) = (C ^ (2 ^ (n + 1))) ^ 2 := by
      rw [← pow_mul, ← pow_succ]
    -- the old error enters squared
    have hp := congrArg (Polynomial.aeval C) (show
      (-(3 * (Polynomial.X ^ (2 ^ (n + 1)) * q) ^ 2
        - 4 * (Polynomial.X ^ (2 ^ (n + 1)) * q) ^ 3) : Polynomial ℤ)
      = (Polynomial.X ^ (2 ^ (n + 1))) ^ 2
        * (q ^ 2 * (4 * (Polynomial.X ^ (2 ^ (n + 1)) * q) - 3)) by
        generalize (Polynomial.X : Polynomial ℤ) ^ (2 ^ (n + 1)) = m
        ring)
    rw [← neg_sub, mcweeny_error, h, hm]
    simpa only [map_neg, map_sub, map_mul, map_pow, map_ofNat, Polynomial.aeval_X] using hp
```

The proof is an induction on $n$. It starts with $q=1$, supplied by `linear_update`, and the induction step provides the new polynomial from the recursion explicitly. As before, the rearrangement is done among polynomials and then evaluated, this time at $C$.

## Purifying the linear update keeps the electron number

The trace of $P$ counts the electrons, and purification can in general change it. After the linear update, one step does not. Rewrite the map as $F=Y+D-2YD$ and insert $Y=P+C$ and $D=C^2$:
$$F=P+C+C^2-2PC^2-2C^3.$$
Three traces are needed.

- The trace of $C$ is zero, because $C$ is a commutator.
- From $C^2=(PC+CP)C$ and cyclicity, $\operatorname{tr}C^2=2\operatorname{tr}(PC^2)$. The even terms cancel.
- From $PC=C-CP$ one finds $PC^2=C^2-C(PC)=C^2P$. Hence $PC^3+C^3P=C^2(PC+CP)=C^3$. By the equivalence proved earlier, $C^3$ is again a commutator with $P$, so its trace is zero.

Therefore $\operatorname{tr}F=\operatorname{tr}P$.

The theorem `trace_purified_update` is set in finite square matrices, indexed by `n`, with entries in a commutative ring `K`; real and complex numbers are the physical cases. Its claim is for a single purification step. For real and complex matrices the later steps preserve the trace too, which is derived here without a Lean proof. Put $W=P-\tfrac12\mathbf 1+C$. Then $W^2=\tfrac14\mathbf 1+C^2$, and a McWeeny step sends $\tfrac12\mathbf 1+W$ to $\tfrac12\mathbf 1+\tfrac32W-2W^3$. Every iterate therefore has the form $\tfrac12\mathbf 1+W\,g(C^2)$ with a polynomial $g$ that satisfies $g(0)=1$. The arguments above also give $\operatorname{tr}C^{2k}=2\operatorname{tr}(PC^{2k})$ for $k\ge1$ and zero trace for every odd power of $C$, so only $\operatorname{tr}P$ remains.

```lean
/-- For matrices over a commutative ring, the linear update of an idempotent `P` followed by
one McWeeny step preserves the trace of `P` exactly. -/
theorem trace_purified_update {n K : Type*} [Fintype n] [DecidableEq n] [CommRing K]
    {P : Matrix n n K} (X : Matrix n n K) (hP : P * P = P) :
    trace (mcweeny (P + tangent P X)) = trace P := by
  have tr0 : ∀ A B : Matrix n n K, trace (tangent A B) = 0 := fun A B => by
    rw [tangent, trace_sub, trace_mul_comm A B, sub_self]
  have h := (tangent_iff hP).mp ⟨X, rfl⟩
  have hY := linear_update X hP
  have t1 := tr0 P X
  generalize tangent P X = C at h hY t1 ⊢
  -- the even term: half of the trace of `C²` comes from the occupied space
  have hc : C ^ 2 = P * C ^ 2 + C * (P * C) := by
    calc C ^ 2 = (P * C + C * P) * C := by rw [h, pow_two]
      _ = _ := by simp only [add_mul, pow_two, mul_assoc]
  have t2 : trace (C ^ 2) = trace (P * C ^ 2) + trace (P * C ^ 2) := by
    calc trace (C ^ 2) = trace (P * C ^ 2) + trace (C * (P * C)) := by
          rw [← trace_add, ← hc]
      _ = _ := by rw [trace_mul_comm C (P * C), mul_assoc, ← pow_two]
  -- the odd term: `C³` is again a response, hence traceless
  have hPC : P * C = C - C * P := eq_sub_of_add_eq h
  have hcomm : P * C ^ 2 = C ^ 2 * P := by
    calc P * C ^ 2 = (P * C) * C := by rw [pow_two, mul_assoc]
      _ = (C - C * P) * C := by rw [hPC]
      _ = C * C - C * (P * C) := by noncomm_ring
      _ = C * C - C * (C - C * P) := by rw [hPC]
      _ = C ^ 2 * P := by
          rw [pow_two]
          noncomm_ring
  have h3 : P * C ^ 3 + C ^ 3 * P = C ^ 3 := by
    calc P * C ^ 3 + C ^ 3 * P = (P * C ^ 2) * C + C ^ 2 * (C * P) := by
          simp only [pow_succ, pow_zero, one_mul, mul_assoc]
      _ = C ^ 2 * (P * C + C * P) := by rw [hcomm, mul_assoc, ← mul_add]
      _ = C ^ 3 := by
          rw [h]
          exact (pow_succ C 2).symm
  obtain ⟨Z, hZ⟩ := (tangent_iff hP).mpr h3
  have t3 : trace (C ^ 3) = 0 := by rw [hZ, tr0]
  have hF : ∀ Y : Matrix n n K,
      mcweeny Y = Y + (Y ^ 2 - Y) - (Y * (Y ^ 2 - Y) + Y * (Y ^ 2 - Y)) := fun Y => by
    unfold mcweeny
    noncomm_ring
  rw [hF, hY, add_mul, show C * C ^ 2 = C ^ 3 from (pow_succ' C 2).symm]
  simp only [trace_add, trace_sub]
  linear_combination t1 + t2 - 2 * t3
```

The facts `t1`, `t2` and `t3` are the three traces in the order listed, `hcomm` is $PC^2=C^2P$, and `hF` is the rewritten map. The closing `linear_combination` adds the traces with the coefficients they have in $F$.

## Two levels, one rotation

If $X$ commutes with $P$, as it must for a single orbital, then $C=0$ and there is no error. Two orbitals are enough for a non-zero one. Take the first occupied and the second empty, with a real rotation of strength $t$:
$$P=\begin{pmatrix}1&0\\0&0\end{pmatrix},\quad X=\begin{pmatrix}0&t\\-t&0\end{pmatrix},\quad C=\begin{pmatrix}0&t\\t&0\end{pmatrix},\quad C^2=t^2\,\mathbf 1.$$
The error after one step is $(3t^4-4t^6)\,\mathbf 1$. For small $t$ it behaves as $3t^4$, so the fourth order is attained.

The error also vanishes at $t=\sqrt3/2$, far from the small-response limit. There $P+C$ has eigenvalues $3/2$ and $-1/2$, which the McWeeny step sends to $0$ and $1$. The result is idempotent with the right trace, but the occupations have been exchanged. A small idempotency error is thus no evidence of the right state when the response is large.

The theorem `purified_update_witness` states both the idempotency of this $P$ and the error formula, for every real $t$.

```lean
/-- A two-level instance: for `P = diag(1, 0)` and the real rotation generator `X` of strength `t`,
`P` is idempotent, and the result `F` of one McWeeny step on `P + (P X - X P)` has idempotency error
`F - F²` equal to `3 t⁴ - 4 t⁶` times the identity. -/
theorem purified_update_witness (t : ℝ) :
    let P : Matrix (Fin 2) (Fin 2) ℝ := !![1, 0; 0, 0]
    let X : Matrix (Fin 2) (Fin 2) ℝ := !![0, t; -t, 0]
    P * P = P ∧ mcweeny (P + tangent P X) - mcweeny (P + tangent P X) ^ 2
      = (3 * t ^ 4 - 4 * t ^ 6) • (1 : Matrix (Fin 2) (Fin 2) ℝ) := by
  intro P X
  have hP : P * P = P := by
    ext i j
    fin_cases i <;> fin_cases j <;> simp [P, Matrix.mul_apply, Fin.sum_univ_succ]
  have hC : tangent P X ^ 2 = algebraMap ℝ (Matrix (Fin 2) (Fin 2) ℝ) (t ^ 2) := by
    rw [Algebra.algebraMap_eq_smul_one, pow_two]
    ext i j
    fin_cases i <;> fin_cases j <;>
      simp [P, X, tangent, Matrix.mul_apply, Fin.sum_univ_succ, pow_two]
  refine ⟨hP, ?_⟩
  rw [mcweeny_error, linear_update X hP, hC, ← Algebra.algebraMap_eq_smul_one,
    show 3 * t ^ 4 - 4 * t ^ 6 = 3 * (t ^ 2) ^ 2 - 4 * (t ^ 2) ^ 3 by ring]
  simp only [map_sub, map_mul, map_pow, map_ofNat]

end TangentPurification
```

The proof checks $P^2=P$ and $C^2=t^2\,\mathbf 1$ entry by entry. It then applies the general theorems, with `algebraMap` treating the number $t^2$ as a multiple of the identity matrix.

```lean
#print axioms TangentPurification.purified_update_error
#print axioms TangentPurification.iterated_error
#print axioms TangentPurification.trace_purified_update
```

```
'TangentPurification.purified_update_error' depends on axioms: [propext, Classical.choice, Quot.sound]
'TangentPurification.iterated_error' depends on axioms: [propext, Classical.choice, Quot.sound]
'TangentPurification.trace_purified_update' depends on axioms: [propext, Classical.choice, Quot.sound]
```
